# The radial equation y'' = g y on a logarithmic grid, for any rescaling exponent

Let y be a real function satisfying the radial equation y'' = g y at every r > 0, where g is any real function, and put r = exp x and u(x) = exp(−s x) y(exp x) for a real exponent s. The theorem `logGrid_second_deriv` states that the rescaled form of r y' − s y, which is u', has at every x the derivative (1 − 2s) u' + (exp(2x) g(exp x) + s(1 − s)) u. For s = 1/2 the term in u' vanishes. The proof differentiates r y' − s y with respect to r, using the radial equation for y'', then applies the earlier lemma `logGrid_hasDerivAt` to this new function and leaves the remaining algebra to `ring`.

An attempt in Lean 4 with a fault in it:

```lean
import Mathlib

open Set

namespace LogarithmicRadialGrid

noncomputable section

/-- The radial function `y` on the logarithmic grid `r = exp x`, rescaled by the
factor `r ^ (-s) = exp (-s x)`. -/
def logGrid (s : ℝ) (y : ℝ → ℝ) (x : ℝ) : ℝ :=
  Real.exp (-s * x) * y (Real.exp x)

/-- The slope of the rescaled function on the logarithmic grid is the rescaled form
of `r y' - s y`. -/
theorem logGrid_hasDerivAt {s x : ℝ} {y y₁ : ℝ → ℝ}
    (h : HasDerivAt y (y₁ (Real.exp x)) (Real.exp x)) :
    HasDerivAt (logGrid s y) (logGrid s (fun r => r * y₁ r - s * y r) x) x := by
  have h0 : HasDerivAt (fun t : ℝ => -s * t) (-s) x :=
    ((hasDerivAt_id' x).const_mul (-s)).congr_deriv (mul_one _)
  have h2 : HasDerivAt (fun t => y (Real.exp t)) (y₁ (Real.exp x) * Real.exp x) x :=
    h.comp x (Real.hasDerivAt_exp x)
  exact (h0.exp.fun_mul h2).congr_deriv (by simp only [logGrid]; ring)

/-- For any rescaling exponent `s`, the radial equation `y'' = g y` becomes
`u'' = (1 - 2 s) u' + (exp (2 x) g (exp x) + s (1 - s)) u` on the logarithmic grid. -/
theorem logGrid_second_deriv {s : ℝ} {g y y₁ : ℝ → ℝ}
    (h : ∀ r, 0 < r → HasDerivAt y (y₁ r) r)
    (h₁ : ∀ r, 0 < r → HasDerivAt y₁ (g r * y r) r) (x : ℝ) :
    HasDerivAt (logGrid s (fun r => r * y₁ r - s * y r))
      ((1 - 2 * s) * logGrid s (fun r => r * y₁ r - s * y r) x
        + (Real.exp (2 * x) * g (Real.exp x) + s * (1 - s)) * logGrid s y x) x := by
  have hr := Real.exp_pos x
  have e : Real.exp (2 * x) = Real.exp x * Real.exp x := by rw [two_mul, Real.exp_add]
  -- differentiate `r y' - s y` in `r`, using the radial equation for `y''`
  have d : HasDerivAt (fun r => r * y₁ r - s * y r)
      ((fun r => y₁ r + r * (g r * y r) - s * y₁ r) (Real.exp x)) (Real.exp x) :=
    (((hasDerivAt_id' _).fun_mul (h₁ _ hr)).fun_sub ((h _ hr).const_mul s)).congr_deriv
      (by beta_reduce; ring)
  exact (logGrid_hasDerivAt d).congr_deriv (by simp only [logGrid, e]; ring)

end

end LogarithmicRadialGrid
```

The compiler's answer:

```
Try this:
  [apply] ring_nf
  
  The `ring` tactic failed to close the goal. Use `ring_nf` to obtain a normal form.
    
  Note that `ring` works primarily in *commutative* rings. If you have a noncommutative ring, abelian group or module, consider using `noncomm_ring`, `abel` or `module` instead.
Main.lean:40:44: error: unsolved goals
s : ℝ
g y y₁ : ℝ → ℝ
h : ∀ (r : ℝ), 0 < r → HasDerivAt y (y₁ r) r
h₁ : ∀ (r : ℝ), 0 < r → HasDerivAt y₁ (g r * y r) r
x : ℝ
hr : 0 < Real.exp x
e : Real.exp (2 * x) = Real.exp x * Real.exp x
d : HasDerivAt (fun r => r * y₁ r - s * y r) ((fun r => y₁ r + r * (g r * y r) - s * y₁ r) (Real.exp x)) (Real.exp x)
⊢ -(s * Real.exp (-(s * x)) * Real.exp x * y₁ (Real.exp x)) + s ^ 2 * Real.exp (-(s * x)) * y (Real.exp x) +
      Real.exp (-(s * x)) * Real.exp x * y₁ (Real.exp x) =
    -(s * Real.exp (-(s * x)) * Real.exp x * y₁ (Real.exp x) * 2) + s ^ 2 * Real.exp (-(s * x)) * y (Real.exp x) +
        Real.exp (-(s * x)) * Real.exp x * y₁ (Real.exp x) +
      Real.exp (-(s * x)) * Real.exp x ^ 2 * y (Real.exp x) * g (Real.exp x)
Main.lean:40:28: error: Application type mismatch: The argument
  d
has type
  HasDerivAt (fun r => r * y₁ r - s * y r) ((fun r => y₁ r + r * (g r * y r) - s * y₁ r) (Real.exp x)) (Real.exp x)
but is expected to have type
  HasDerivAt (fun r => r * y₁ r - s * y r) (y₁ (Real.exp x)) (Real.exp x)
in the application
  logGrid_hasDerivAt d
```

What went wrong. Both errors come from a wrong choice of the implicit argument `y₁` in `logGrid_hasDerivAt`. The lemma needs a whole function there, but its hypothesis mentions only the value of that function at `Real.exp x`, which does not determine it. The function wanted is the derivative of r y' − s y, written out in `d`. Lean took the theorem's own `y₁`, the derivative of y, instead.

The type mismatch says so directly: the lemma now expects the derivative `y₁ (Real.exp x)`, and `d` supplies a different one. The unsolved goal is the algebra that follows from the same choice. Its two sides differ by terms that do not cancel in general, among them the one containing `g`, so `ring` cannot close it.

The repair names the intended function with `(y₁ := ...)`. Then `d` fits, and the identity left for `ring` is the right one. The arguments `s` and `y` are also named, but the messages show that Lean had already found these correctly, so naming them only makes them explicit. The new line breaks are tidying.

The mended proof, as a diff:

```diff
@@ -38,5 +38,7 @@
     (((hasDerivAt_id' _).fun_mul (h₁ _ hr)).fun_sub ((h _ hr).const_mul s)).congr_deriv
       (by beta_reduce; ring)
-  exact (logGrid_hasDerivAt d).congr_deriv (by simp only [logGrid, e]; ring)
+  exact (logGrid_hasDerivAt (s := s) (y := fun r => r * y₁ r - s * y r)
+    (y₁ := fun r => y₁ r + r * (g r * y r) - s * y₁ r) d).congr_deriv
+      (by simp only [logGrid, e]; ring)
 
 end
```
